# On an infinite grid, the Numerov kinetic matrix couples every pair of sites, with exponentially decaying strength

I want the kinetic energy of a particle on a uniform one-dimensional grid. The matrix Numerov method gives it as −½B⁻¹A, where A is the second difference divided by the square of the grid spacing, and B averages over three neighbouring points with weights 1/12, 10/12 and 1/12. Both are tridiagonal, yet I am told that the product is a full matrix. If every site talks to every other, what is left of the locality of −½ d²/dx²? And if I let the grid run to infinity to get rid of the walls, does B⁻¹ even mean anything? The equation Bv = 0 then has non-zero solutions.

## The inverse on bounded sequences

B⁻¹ has a meaning once one decides which sequences to admit, and the choice here is the bounded real sequences on all integers. The non-zero solutions of Bv = 0 all grow exponentially in at least one direction, so requiring boundedness excludes them and makes the inverse unique. On these sequences, B⁻¹ is a convolution whose kernel shrinks by a factor of about ten per site. The kinetic matrix is full, but its off-diagonal elements decay just as fast.

Take units with ħ = m = 1, grid spacing h, and write φ for the approximation to −ψ″/2. Numerov's formula relates second differences to averaged second derivatives:

ψ(j+1) − 2ψ(j) + ψ(j−1) ≈ (h²/12) [ψ″(j+1) + 10ψ″(j) + ψ″(j−1)]

Putting ψ″ = −2φ and imposing equality defines φ implicitly:

h² [φ(j+1) + 10φ(j) + φ(j−1)] = −6 [ψ(j+1) − 2ψ(j) + ψ(j−1)]

**The kernel.** First solve the averaging equation with a bounded source g:

v(j+1) + 10v(j) + v(j−1) = 12g(j)

For a source of 1 at the origin and 0 elsewhere, try K(n) = c r^|n|. Away from the origin the left side is c r^(|n|−1) (r² + 10r + 1), which vanishes for r = −5 ± 2√6. The decaying choice is r = −q with q = 5 − 2√6 ≈ 0.101; since 2 < √6 < 5/2, indeed 0 < q < 1. At the origin the left side is c(10 − 2q) = 4√6 c, which must equal 12, so c = √6/2 and

K(n) = (√6/2) (−q)^|n|

**Existence.** For |g| ≤ C, the sum v(j) = Σₖ K(j−k) g(k) is dominated by C Σₙ |K(n)|, a convergent geometric bound that is the same for every j. So v exists and is bounded. Applying the stencil term by term leaves only k = j, which gives 12g(j).

**Uniqueness.** Suppose v is bounded by D and its stencil is at most 12C in magnitude. Solving for the middle term shows that a bound |v| ≤ M at all sites improves to

|v(j)| ≤ (12C + 2M)/10

If M = 3C/2 + E, the new bound is 3C/2 + E/5. Starting from E = D and repeating, the excess tends to zero and |v(j)| ≤ 3C/2. The difference of two bounded solutions has C = 0, so it vanishes.

**The kinetic matrix.** Let v = ψ + (h²/6)φ. By the equation for φ, its stencil is

[ψ(j+1) + 10ψ(j) + ψ(j−1)] − [ψ(j+1) − 2ψ(j) + ψ(j−1)] = 12ψ(j)

Hence v is the convolution of K with ψ, and solving for φ gives φ(j) = Σₖ T(j,k) ψ(k) with

T(j,k) = (6/h²) [K(j−k) − δⱼₖ]

Conversely, this φ is bounded, and h² times its stencil is 6 times (12ψ(j) minus the stencil of ψ), which is the required right side. For j ≠ k the magnitude of T(j,k) is (3√6/h²) q^|j−k|, which is never zero.

Here is the machine-checked version.

```lean
import Mathlib

open Filter

namespace NumerovNonlocal

noncomputable section

/-- The decay factor `q = 5 - 2√6` per grid site. -/
def q : ℝ := 5 - 2 * Real.sqrt 6

/-- The convolution kernel `(√6/2) (-q)^|n|` at site separation `n`. -/
def kernel (n : ℤ) : ℝ := Real.sqrt 6 / 2 * (-q) ^ n.natAbs

/-- A real sequence on the infinite grid is bounded. -/
def BoundedSeq (g : ℤ → ℝ) : Prop := ∃ C, ∀ j, |g j| ≤ C

/-- The convolution of a source `g` with the kernel, `∑ₖ (√6/2) (-q)^|j-k| gₖ`. -/
def response (g : ℤ → ℝ) (j : ℤ) : ℝ := ∑' k, kernel (j - k) * g k

/-- The matrix element `(6/h²) (kernel (j-k) - δⱼₖ)` of the Numerov kinetic operator,
for grid spacing `h ≠ 0`. -/
def kineticElement (h : ℝ) (j k : ℤ) : ℝ :=
  6 / h ^ 2 * (kernel (j - k) - if k = j then 1 else 0)

/-- The decay factor lies strictly between 0 and 1. -/
theorem q_bounds : 0 < q ∧ q < 1 := by
  have h6 : Real.sqrt 6 * Real.sqrt 6 = 6 := Real.mul_self_sqrt (by norm_num)
  have hn := Real.sqrt_nonneg 6
  unfold q
  constructor <;> nlinarith

/-- The magnitude of the kernel falls off geometrically with the site separation. -/
theorem abs_kernel (n : ℤ) : |kernel n| = Real.sqrt 6 / 2 * q ^ n.natAbs := by
  have hs : 0 ≤ Real.sqrt 6 / 2 := by positivity
  rw [kernel, abs_mul, abs_pow, abs_neg, abs_of_pos q_bounds.1, abs_of_nonneg hs]

/-- The Numerov stencil `(1, 10, 1)` applied to the kernel gives 12 at the origin and 0 at
every other site. -/
theorem kernel_stencil (n : ℤ) :
    kernel (n + 1) + 10 * kernel n + kernel (n - 1) = if n = 0 then 12 else 0 := by
  have h6 : Real.sqrt 6 * Real.sqrt 6 = 6 := Real.mul_self_sqrt (by norm_num)
  -- `-q` is a root of the characteristic polynomial
  have hr : (-q) ^ 2 + 10 * (-q) + 1 = 0 := by
    unfold q
    linear_combination 4 * h6
  unfold kernel
  rcases lt_trichotomy n 0 with hn | hn | hn
  · obtain ⟨m, hm⟩ : ∃ m : ℕ, n.natAbs = m + 1 := ⟨n.natAbs - 1, by omega⟩
    have h1 : (n + 1).natAbs = m := by omega
    have h2 : (n - 1).natAbs = m + 2 := by omega
    rw [if_neg hn.ne, hm, h1, h2]
    linear_combination (Real.sqrt 6 / 2 * (-q) ^ m) * hr
  · subst hn
    have h1 : ((0 : ℤ) + 1).natAbs = 1 := by norm_num
    have h2 : ((0 : ℤ) - 1).natAbs = 1 := by norm_num
    rw [if_pos rfl, h1, h2, Int.natAbs_zero, pow_one, pow_zero]
    unfold q
    linear_combination 2 * h6
  · obtain ⟨m, hm⟩ : ∃ m : ℕ, n.natAbs = m + 1 := ⟨n.natAbs - 1, by omega⟩
    have h1 : (n + 1).natAbs = m + 2 := by omega
    have h2 : (n - 1).natAbs = m := by omega
    rw [if_neg hn.ne', hm, h1, h2]
    linear_combination (Real.sqrt 6 / 2 * (-q) ^ m) * hr

/-- Linear combinations of bounded sequences are bounded. -/
theorem bounded_comb {u v : ℤ → ℝ} (hu : BoundedSeq u) (hv : BoundedSeq v) (a b : ℝ) :
    BoundedSeq fun j => a * u j + b * v j := by
  obtain ⟨C, hC⟩ := hu
  obtain ⟨D, hD⟩ := hv
  refine ⟨|a| * C + |b| * D, fun j => (abs_add_le _ _).trans ?_⟩
  rw [abs_mul, abs_mul]
  exact add_le_add (mul_le_mul_of_nonneg_left (hC j) (abs_nonneg a))
    (mul_le_mul_of_nonneg_left (hD j) (abs_nonneg b))

/-- For a bounded source the convolution sum converges at every site, and the resulting
sequence is bounded. -/
theorem response_converges {g : ℤ → ℝ} (hg : BoundedSeq g) :
    (∀ j, Summable fun k => kernel (j - k) * g k) ∧ BoundedSeq (response g) := by
  obtain ⟨C, hC⟩ := hg
  have hK : Summable fun n : ℤ => |kernel n| := by
    have hgeo := (summable_geometric_of_lt_one q_bounds.1.le q_bounds.2).mul_left
      (Real.sqrt 6 / 2)
    refine Summable.of_nat_of_neg ?_ ?_ <;>
      simp only [abs_kernel, Int.natAbs_neg, Int.natAbs_natCast] <;> exact hgeo
  -- the dominating sum does not depend on the site `j`
  have hS : ∀ j : ℤ, HasSum (fun k => |kernel (j - k)| * C) ((∑' n, |kernel n|) * C) :=
    fun j => HasSum.mul_right C
      ((Equiv.hasSum_iff (f := fun n => |kernel n|) (Equiv.subLeft j)).mpr hK.hasSum)
  have hb : ∀ j k : ℤ, ‖kernel (j - k) * g k‖ ≤ |kernel (j - k)| * C := fun j k => by
    rw [Real.norm_eq_abs, abs_mul]
    exact mul_le_mul_of_nonneg_left (hC k) (abs_nonneg _)
  exact ⟨fun j => Summable.of_norm_bounded (hS j).summable (hb j),
    _, fun j => tsum_of_norm_bounded (hS j) (hb j)⟩

/-- Stability: if `v` is bounded and its Numerov stencil is at most `12 C` in magnitude at
every site, then `v` is at most `3C/2` in magnitude. -/
theorem stability {v : ℤ → ℝ} {C : ℝ} (hv : BoundedSeq v)
    (h : ∀ j, |v (j + 1) + 10 * v j + v (j - 1)| ≤ 12 * C) (j : ℤ) :
    |v j| ≤ 3 / 2 * C := by
  obtain ⟨D, hD⟩ := hv
  have hC : 0 ≤ C := by linarith [(abs_nonneg _).trans (h 0)]
  -- diagonal dominance shrinks the excess by a factor 5 in each pass
  have key : ∀ n : ℕ, ∀ j, |v j| ≤ 3 / 2 * C + D * (1 / 5 : ℝ) ^ n := by
    intro n
    induction n with
    | zero => intro j; rw [pow_zero]; linarith [hD j]
    | succ n ih =>
      intro j
      have e : D * (1 / 5 : ℝ) ^ (n + 1) = D * (1 / 5 : ℝ) ^ n / 5 := by
        rw [pow_succ]; ring
      obtain ⟨a1, a2⟩ := abs_le.mp (h j)
      obtain ⟨b1, b2⟩ := abs_le.mp (ih (j + 1))
      obtain ⟨c1, c2⟩ := abs_le.mp (ih (j - 1))
      rw [e]
      exact abs_le.mpr ⟨by linarith, by linarith⟩
  have ht := ((tendsto_pow_atTop_nhds_zero_of_lt_one (r := (1 / 5 : ℝ))
    (by norm_num) (by norm_num)).const_mul D).const_add (3 / 2 * C)
  rw [mul_zero, add_zero] at ht
  exact ge_of_tendsto' ht fun n => key n j

/-- For a bounded source `g`, the convolution solves the Numerov averaging equation. -/
theorem response_solves {g : ℤ → ℝ} (hg : BoundedSeq g) (j : ℤ) :
    response g (j + 1) + 10 * response g j + response g (j - 1) = 12 * g j := by
  have hs := fun i => ((response_converges hg).1 i).hasSum
  have hsum : HasSum (fun k => kernel (j + 1 - k) * g k + 10 * (kernel (j - k) * g k)
      + kernel (j - 1 - k) * g k)
      (response g (j + 1) + 10 * response g j + response g (j - 1)) :=
    ((hs (j + 1)).add ((hs j).mul_left 10)).add (hs (j - 1))
  -- the stencil collapses the sum to the single term `k = j`
  have hd : (fun k => kernel (j + 1 - k) * g k + 10 * (kernel (j - k) * g k)
      + kernel (j - 1 - k) * g k) = fun k => if k = j then 12 * g j else 0 := by
    funext k
    have hk := kernel_stencil (j - k)
    rw [show j - k + 1 = j + 1 - k by ring, show j - k - 1 = j - 1 - k by ring] at hk
    by_cases hkj : k = j
    · rw [if_pos (by omega)] at hk
      rw [if_pos hkj, ← hkj]
      rw [← hkj] at hk
      linear_combination g k * hk
    · rw [if_neg (by omega)] at hk
      rw [if_neg hkj]
      linear_combination g k * hk
  rw [hd] at hsum
  exact hsum.unique (hasSum_ite_eq j _)

/-- For a bounded source `g`, the equation `v(j+1) + 10 v(j) + v(j-1) = 12 g(j)` has exactly
one bounded solution, `v(j) = ∑ₖ (√6/2) (-q)^|j-k| g(k)`. -/
theorem numerov_inverse {g : ℤ → ℝ} (hg : BoundedSeq g) (v : ℤ → ℝ) :
    (BoundedSeq v ∧ ∀ j, v (j + 1) + 10 * v j + v (j - 1) = 12 * g j) ↔
      v = fun j => ∑' k, Real.sqrt 6 / 2 * (-q) ^ (j - k).natAbs * g k := by
  change _ ↔ v = response g
  constructor
  · rintro ⟨hv, he⟩
    funext j
    -- the difference of two bounded solutions has zero source
    have h0 : |1 * v j + (-1) * response g j| ≤ 3 / 2 * 0 := by
      refine stability (bounded_comb hv (response_converges hg).2 1 (-1)) (fun i => ?_) j
      have hz : (1 * v (i + 1) + (-1) * response g (i + 1))
          + 10 * (1 * v i + (-1) * response g i)
          + (1 * v (i - 1) + (-1) * response g (i - 1)) = 0 := by
        linear_combination he i - response_solves hg i
      exact (abs_eq_zero.mpr hz).le.trans (by norm_num)
    rw [mul_zero] at h0
    linarith [abs_nonpos_iff.mp h0]
  · intro h
    rw [h]
    exact ⟨(response_converges hg).2, response_solves hg⟩

/-- For spacing `h ≠ 0` and bounded `ψ`, the Numerov equation for the approximation `φ` to `-ψ''/2`
has exactly one bounded solution, obtained by applying the matrix `kineticElement h` to `ψ`. -/
theorem numerov_kinetic {h : ℝ} (hh : h ≠ 0) {ψ : ℤ → ℝ} (hψ : BoundedSeq ψ) (φ : ℤ → ℝ) :
    (BoundedSeq φ ∧ ∀ j, h ^ 2 * (φ (j + 1) + 10 * φ j + φ (j - 1))
        = -6 * (ψ (j + 1) - 2 * ψ j + ψ (j - 1))) ↔
      φ = fun j => ∑' k, kineticElement h j k * ψ k := by
  have hi : h ^ 2 * (6 / h ^ 2) = 6 := by field_simp
  have hT : ∀ j, ∑' k, kineticElement h j k * ψ k = 6 / h ^ 2 * (response ψ j - ψ j) := by
    intro j
    have h1 : HasSum (fun k => 6 / h ^ 2 * (kernel (j - k) * ψ k - if k = j then ψ j else 0))
        (6 / h ^ 2 * (response ψ j - ψ j)) :=
      (((response_converges hψ).1 j).hasSum.sub (hasSum_ite_eq j (ψ j))).mul_left _
    refine Eq.trans (tsum_congr fun k => ?_) h1.tsum_eq
    unfold kineticElement
    split_ifs with hk
    · rw [hk]; ring
    · ring
  constructor
  · rintro ⟨hφ, he⟩
    -- `ψ + (h²/6) φ` solves the averaging equation with source `ψ`
    have hs : ∀ j, (1 * ψ (j + 1) + h ^ 2 / 6 * φ (j + 1)) + 10 * (1 * ψ j + h ^ 2 / 6 * φ j)
        + (1 * ψ (j - 1) + h ^ 2 / 6 * φ (j - 1)) = 12 * ψ j := fun j => by
      linear_combination (1 / 6) * he j
    have hv := (numerov_inverse hψ _).mp ⟨bounded_comb hψ hφ 1 (h ^ 2 / 6), hs⟩
    funext j
    have hj : 1 * ψ j + h ^ 2 / 6 * φ j = response ψ j := congrFun hv j
    rw [hT]
    linear_combination (6 / h ^ 2) * hj - φ j / 6 * hi
  · intro hφ
    have hf : ∀ j, φ j = 6 / h ^ 2 * (response ψ j - ψ j) := fun j => by rw [hφ, ← hT j]
    constructor
    · have hc : φ = fun j => 6 / h ^ 2 * response ψ j + (-(6 / h ^ 2)) * ψ j := by
        funext j
        rw [hf]; ring
      rw [hc]
      exact bounded_comb (response_converges hψ).2 hψ _ _
    · intro j
      rw [hf, hf, hf]
      linear_combination (response ψ (j + 1) + 10 * response ψ j + response ψ (j - 1)
        - (ψ (j + 1) + 10 * ψ j + ψ (j - 1))) * hi + 6 * response_solves hψ j

/-- For spacing `h ≠ 0`, the kinetic operator couples every pair of distinct sites, with
magnitude `(3√6/h²) q^|j-k|`. -/
theorem kinetic_nonlocal {h : ℝ} (hh : h ≠ 0) {j k : ℤ} (hjk : j ≠ k) :
    kineticElement h j k ≠ 0 ∧
      h ^ 2 * |kineticElement h j k| = 3 * Real.sqrt 6 * q ^ (j - k).natAbs := by
  have hi : h ^ 2 * (6 / h ^ 2) = 6 := by field_simp
  have hp : 0 < 6 / h ^ 2 := by positivity
  have he : h ^ 2 * |kineticElement h j k| = 3 * Real.sqrt 6 * q ^ (j - k).natAbs := by
    rw [kineticElement, if_neg hjk.symm, sub_zero, abs_mul, abs_kernel, abs_of_pos hp]
    linear_combination (Real.sqrt 6 / 2 * q ^ (j - k).natAbs) * hi
  refine ⟨fun h0 => ?_, he⟩
  have hq := q_bounds.1
  have hpos : 0 < 3 * Real.sqrt 6 * q ^ (j - k).natAbs := by positivity
  rw [h0, abs_zero, mul_zero] at he
  linarith

end

end NumerovNonlocal
```

```lean
#print axioms NumerovNonlocal.numerov_kinetic
#print axioms NumerovNonlocal.kinetic_nonlocal
```

```
'NumerovNonlocal.numerov_kinetic' depends on axioms: [propext, Classical.choice, Quot.sound]
'NumerovNonlocal.kinetic_nonlocal' depends on axioms: [propext, Classical.choice, Quot.sound]
```

## What the theorems say about the grid

Sites are integers, and a sequence is a function `ℤ → ℝ`. `BoundedSeq g` says that one constant bounds |g(j)| at all sites. `kernel` is K, `response g` is its convolution with g, and `kineticElement h j k` is T(j,k); `natAbs` supplies the distance |j−k|. Two letters may mislead: `q` is a decay factor, not a wavenumber, and `φ` is the kinetic operator applied to the wavefunction `ψ`, not a second wavefunction.

`numerov_inverse` says that, for bounded g, a sequence v is bounded and solves the averaging equation if and only if it is the stated convolution. Read from right to left, this gives a solution; from left to right, it excludes any other. `numerov_kinetic` has the same shape for φ, with `h ≠ 0` as the only condition on the spacing. `kinetic_nonlocal` states that elements between distinct sites are non-zero and gives their magnitude, multiplied through by h². In Lean an infinite sum that diverges is assigned the value 0, so `response_converges` separately establishes that the convolution converges.

The step left to you is the one from this infinite grid to the finite matrix in a program, where the walls alter the elements, most visibly near the ends. The accuracy of Numerov's formula is a separate matter too: φ is defined by the discrete equation, with no estimate of its distance from −ψ″/2. For one particle on an unbounded uniform grid, the result shows that a Numerov Hamiltonian with a local potential is dense but short-ranged.

## From the recurrence to the Lean proof

`q_bounds` and `abs_kernel` provide the geometric decay. `kernel_stencil` treats n < 0, n = 0 and n > 0 separately: away from the origin, `omega` works out the distances and `linear_combination` multiplies the quadratic equation for −q by the common factor, as in the calculation above; at the origin, the value 12 follows from (√6)² = 6. `response_converges` is the uniform bound, where `Equiv.subLeft j` renames k as j−k to show that the dominating sum is independent of the site.

`stability` runs the repeated improvement as an induction on the number of passes, with excess `D * (1 / 5 : ℝ) ^ n`, and `ge_of_tendsto'` takes the limit. `numerov_inverse` applies it with zero source to the difference between v and the convolution; `bounded_comb` ensures that this difference is bounded. `numerov_kinetic` carries out the substitution v = ψ + (h²/6)φ, and `kinetic_nonlocal` reads off the magnitude.

The device that deserves a closer look is `HasSum`, used in `response_solves`. The expression `∑'` is just a number, whereas `HasSum f a` is the statement that the finite partial sums of f converge to a. Such statements can be added and scaled, so three shifted convolutions combine into one `HasSum` whose value is the stencil of `response g`. The kernel identity then shows that the summand is 12g(j) at k = j and zero elsewhere, and `hasSum_ite_eq` says that such a sum has the value 12g(j). One family cannot converge to two different real numbers, so `hsum.unique` equates the two values. The interchange of stencil and infinite sum is thereby justified.

## The shortest wave on the grid

Take ψ(j) = (−1)^j, the wave of wavenumber π/h. Trying φ = aψ in the Numerov equation gives 8h²a = 24, so a = 3/h². The plain second difference gives 2/h², and the continuum value, half the squared wavenumber, is π²/(2h²) ≈ 4.93/h². At this extreme the Numerov matrix as a whole recovers part of the kinetic energy that the three-point formula misses, though far from all of it. The same wave as a source g gives v = (3/2)g, so the constant 3/2 in `stability` is the best possible.
